# Sudden change of an attractive delta well from strength $g$ to $h$: the old bound state is found in the new one with probability $4gh/(g+h)^2$

Q: A particle sits in the bound state of a narrow attractive well on a line. The well is modelled as $-g\,\delta(x)$, and its strength is switched from $g$ to $h$ so fast that the wave function has no time to respond. I want the probability of finding the particle in the bound state of the new well. I am told that a Lean file proves it to be $4gh/(g+h)^2$ for $g,h>0$. But a delta function is not a function, and I doubt that a proof assistant has been told anything about my well.

A: The file never handles $\delta(x)$ as an object. It works with the wave functions and checks the conditions that the delta potential imposes on them. The setting is ordinary real analysis on the line.

```lean
import Mathlib

open MeasureTheory Set Filter
open scoped Topology

namespace DeltaStrengthQuench

noncomputable section
```

Q: Then which wave function stands for the bound state?

A: In units $\hbar=m=1$ it is
$$\psi_g(x)=\sqrt g\,e^{-g|x|},$$
and `deltaState g` is this function of a real variable $x$. In these units $g$ is an inverse length, the decay rate of the state.

```lean
/-- The bound state `√g exp(-g|x|)` of the attractive well `-g δ(x)`, in units `ħ = m = 1`. -/
def deltaState (g x : ℝ) : ℝ := Real.sqrt g * Real.exp (-g * |x|)
```

Q: And the probability?

A: The overlap of two real wave functions $\varphi$ and $\psi$ is $\int\varphi\psi\,dx$ over the whole line. No complex conjugate is needed, because both bound states are real.

```lean
/-- The overlap integral of two real wave functions on the line. -/
def overlap (φ ψ : ℝ → ℝ) : ℝ := ∫ x, φ x * ψ x
```

The probability is the square of the overlap between the old state and the new one. This is where the physics of the sudden change enters: the state just after the switch is taken to be $\psi_g$ still, and the Born rule is applied to it. Both are built into the definition and not derived from a time-dependent Schrödinger equation. The word "survival" in the Lean name means that the particle is found in the new bound state. It does not mean a return to $\psi_g$ at a later time, for which the same term is often used.

```lean
/-- The probability that the bound state of strength `g` is found in the bound state of
strength `h` after a sudden change of the well. -/
def survivalProbability (g h : ℝ) : ℝ := overlap (deltaState g) (deltaState h) ^ 2
```

Q: I'd also like to know how much energy the switch leaves in the particle. How do you write a mean energy with a delta potential?

A: As a quadratic form. The kinetic part is $\tfrac12\int(\psi')^2dx$ after integration by parts, and the potential $-h\,\delta(x)$ contributes $-h\,\psi(0)^2$. This avoids a second derivative at the cusp.

```lean
/-- The energy form `½ ∫ (ψ')² - h ψ(0)²` of a real wave function in the well `-h δ(x)`. -/
def energy (h : ℝ) (ψ : ℝ → ℝ) : ℝ := 1 / 2 * (∫ x, deriv ψ x ^ 2) - h * ψ 0 ^ 2
```

Q: So far $\psi_g$ is only a formula with a suggestive name. What ties it to the well?

A: Two conditions. Away from the origin there is no potential, so the state must solve $-\tfrac12\psi''=E\psi$. At the origin, integrate $-\tfrac12\psi''-g\,\delta(x)\psi=E\psi$ over $(-\varepsilon,\varepsilon)$ and let $\varepsilon\to0$. The right side vanishes, and what remains is
$$\psi'(0^+)-\psi'(0^-)=-2g\,\psi(0).$$

To check both, we need the slopes of $\psi_g$. On each half-line it is a pure exponential $\sqrt g\,e^{cx}$, with $c=-g$ on the right and $c=g$ on the left, and its derivative is $c$ times itself. The first lemma records this by the chain rule.

```lean
/-- The derivative of the exponential wave `√g exp(c y)` at `y = x` is `c` times its value there. -/
theorem hasDerivAt_wave (g c x : ℝ) :
    HasDerivAt (fun y => Real.sqrt g * Real.exp (c * y))
      (c * (Real.sqrt g * Real.exp (c * x))) x := by
  have h1 : HasDerivAt (fun y : ℝ => c * y) c x := by
    simpa using (hasDerivAt_id x).const_mul c
  exact (h1.exp.const_mul (Real.sqrt g)).congr_deriv (by ring)
```

On the right $|x|=x$, so $\psi_g'=-g\psi_g$. The lemma includes the origin by taking the derivative within the half-line `Ici 0`, that is $[0,\infty)$. At $x=0$ this is the right-hand slope, and for $x>0$ it is the ordinary derivative.

```lean
/-- On the right half-line, origin included, the delta-well state obeys `ψ' = -g ψ`. -/
theorem deltaState_deriv_right (g : ℝ) {x : ℝ} (hx : 0 ≤ x) :
    HasDerivWithinAt (deltaState g) (-g * deltaState g x) (Ici 0) x := by
  have e : ∀ y ∈ Ici (0 : ℝ), deltaState g y = Real.sqrt g * Real.exp (-g * y) := by
    intro y hy
    rw [deltaState, abs_of_nonneg (show (0 : ℝ) ≤ y from hy)]
  rw [e x hx]
  exact (hasDerivAt_wave g (-g) x).hasDerivWithinAt.congr e (e x hx)
```

On the left $|x|=-x$, and the sign changes: $\psi_g'=g\psi_g$. In both proofs, `e` replaces the absolute value on the half-line in question, and the derivative of the pure exponential is then carried over.

```lean
/-- On the left half-line, origin included, the delta-well state obeys `ψ' = g ψ`. -/
theorem deltaState_deriv_left (g : ℝ) {x : ℝ} (hx : x ≤ 0) :
    HasDerivWithinAt (deltaState g) (g * deltaState g x) (Iic 0) x := by
  have e : ∀ y ∈ Iic (0 : ℝ), deltaState g y = Real.sqrt g * Real.exp (g * y) := by
    intro y hy
    rw [deltaState, abs_of_nonpos (show y ≤ (0 : ℝ) from hy), neg_mul_neg]
  rw [e x hx]
  exact (hasDerivAt_wave g g x).hasDerivWithinAt.congr e (e x hx)
```

Q: And from these you get the Schrödinger equation?

A: Yes. Differentiating once more gives $\psi_g''=g^2\psi_g$ on either side, because the sign is squared. Hence
$$-\tfrac12\psi_g''=-\tfrac{g^2}{2}\psi_g\qquad(x\neq0),$$
so the energy is $E=-g^2/2$. At the origin the slopes are $-g\psi_g(0)$ and $+g\psi_g(0)$, and their difference is $-2g\psi_g(0)$, as the well requires. Solutions that grow at large distance can meet these two conditions as well. For $g>0$ the state $\psi_g$ decays on both sides, and this makes it a bound state; its norm is computed below.

The theorem states exactly these two facts. In its proof, `ev` says that the formula for the first derivative holds in a whole neighbourhood of $x$, which is what allows it to be differentiated again. The jump is the difference of two `derivWithin` terms, one for each half-line.

```lean
/-- The delta-well state solves the free Schrödinger equation with energy `-g²/2` away from
the origin, and its slope jumps by `-2 g ψ(0)` at the origin. -/
theorem deltaState_schrodinger (g : ℝ) :
    (∀ x ≠ 0, -(1 / 2) * deriv (deriv (deltaState g)) x = -(g ^ 2 / 2) * deltaState g x) ∧
    derivWithin (deltaState g) (Ici 0) 0 - derivWithin (deltaState g) (Iic 0) 0
      = -2 * g * deltaState g 0 := by
  constructor
  · intro x hx
    rcases lt_or_gt_of_ne hx with hneg | hpos
    · have ev : deriv (deltaState g) =ᶠ[𝓝 x] fun y => g * deltaState g y := by
        filter_upwards [Iio_mem_nhds hneg] with y hy
        exact ((deltaState_deriv_left g (le_of_lt hy)).hasDerivAt (Iic_mem_nhds hy)).deriv
      have d := (deltaState_deriv_left g hneg.le).hasDerivAt (Iic_mem_nhds hneg)
      rw [ev.deriv_eq, (d.const_mul g).deriv]
      ring
    · have ev : deriv (deltaState g) =ᶠ[𝓝 x] fun y => -g * deltaState g y := by
        filter_upwards [Ioi_mem_nhds hpos] with y hy
        exact ((deltaState_deriv_right g (le_of_lt hy)).hasDerivAt (Ici_mem_nhds hy)).deriv
      have d := (deltaState_deriv_right g hpos.le).hasDerivAt (Ici_mem_nhds hpos)
      rw [ev.deriv_eq, (d.const_mul (-g)).deriv]
      ring
  · -- the two one-sided slopes at the origin are `-g ψ(0)` and `g ψ(0)`
    rw [(deltaState_deriv_right g le_rfl).derivWithin (uniqueDiffOn_Ici 0 0 self_mem_Ici),
      (deltaState_deriv_left g le_rfl).derivWithin (uniqueDiffOn_Iic 0 0 self_mem_Iic)]
    ring
```

Q: That answers my complaint about the delta function. Now the overlap.

A: The product of the two states is a single exponential:
$$\psi_g(x)\psi_h(x)=\sqrt g\sqrt h\;e^{-(g+h)|x|}.$$
So one integral is enough. For a decay rate $c>0$, symmetry and the substitution $y=cx$ give
$$\int_{-\infty}^{\infty}e^{-c|x|}dx=2\int_0^\infty e^{-cx}dx=\frac2c\int_0^\infty e^{-y}dy=\frac2c .$$
In the Lean proof `integral_comp_abs` supplies the doubling and `integral_comp_mul_left_Ioi` the substitution.

```lean
/-- The two-sided exponential with decay rate `c > 0` has integral `2/c`. -/
theorem integral_exp_abs {c : ℝ} (hc : 0 < c) : ∫ x : ℝ, Real.exp (-(c * |x|)) = 2 / c := by
  have h2 := integral_comp_mul_left_Ioi (fun y : ℝ => Real.exp (-y)) 0 hc
  simp only [mul_zero, integral_exp_neg_Ioi_zero, smul_eq_mul, mul_one] at h2
  calc ∫ x : ℝ, Real.exp (-(c * |x|))
      = 2 * ∫ x in Ioi (0 : ℝ), Real.exp (-(c * x)) :=
        integral_comp_abs (f := fun y : ℝ => Real.exp (-(c * y)))
    _ = 2 / c := by rw [h2]; ring
```

With $c=g+h$ the overlap is
$$\int\psi_g\psi_h\,dx=\frac{2\sqrt g\sqrt h}{g+h}.$$
The proof follows the same route: `e` combines the exponentials, the constant is taken out of the integral, and the previous lemma finishes.

```lean
/-- The overlap of two delta-well states is `2 √g √h / (g + h)`. -/
theorem overlap_deltaState {g h : ℝ} (hg : 0 < g) (hh : 0 < h) :
    overlap (deltaState g) (deltaState h) = 2 * (Real.sqrt g * Real.sqrt h) / (g + h) := by
  -- the product of the two states is one exponential with decay rate `g + h`
  have e : ∀ x, deltaState g x * deltaState h x
      = Real.sqrt g * Real.sqrt h * Real.exp (-((g + h) * |x|)) := by
    intro x
    have hx : -((g + h) * |x|) = -g * |x| + -h * |x| := by ring
    rw [hx, Real.exp_add, deltaState, deltaState]
    ring
  simp only [overlap, e]
  rw [integral_const_mul, integral_exp_abs (add_pos hg hh)]
  ring
```

Q: A squared overlap is a probability only if the states are normalised.

A: Setting $h=g$ gives $2g/(2g)=1$, so normalisation is a special case of the overlap formula and needs no separate integral.

```lean
/-- The delta-well state is normalised. -/
theorem deltaState_normalised {g : ℝ} (hg : 0 < g) :
    overlap (deltaState g) (deltaState g) = 1 := by
  rw [overlap_deltaState hg hg, Real.mul_self_sqrt hg.le, ← two_mul]
  exact div_self (by positivity)
```

Q: Then squaring gives the result?

A: It gives the value,
$$P=\left(\frac{2\sqrt g\sqrt h}{g+h}\right)^2=\frac{4gh}{(g+h)^2}.$$
For the bound, look at the probability of not finding the particle in the new bound state:
$$1-P=\frac{(g+h)^2-4gh}{(g+h)^2}=\left(\frac{g-h}{g+h}\right)^2 .$$
A square is never negative, so $P\le1$. It vanishes only if $g-h=0$, since $g+h>0$, so $P=1$ exactly when $g=h$.

The theorem has these three parts: the value, the bound and the equality case, for all real $g$ and $h$ with `0 < g` and `0 < h`. In the proof `hP` is the value and `hQ` is the perfect square. The bound follows from `sq_nonneg`. One direction of the equivalence reads $g=h$ off the vanishing square, and the other is normalisation.

```lean
/-- After a quench from strength `g` to strength `h` the survival probability is
`4gh/(g+h)²`; it is at most one, and equals one exactly when `g = h`. -/
theorem survivalProbability_quench {g h : ℝ} (hg : 0 < g) (hh : 0 < h) :
    survivalProbability g h = 4 * g * h / (g + h) ^ 2 ∧
    survivalProbability g h ≤ 1 ∧ (survivalProbability g h = 1 ↔ g = h) := by
  have hs : g + h ≠ 0 := (add_pos hg hh).ne'
  have hP : survivalProbability g h = 4 * g * h / (g + h) ^ 2 := by
    rw [survivalProbability, overlap_deltaState hg hh, div_pow, mul_pow, mul_pow,
      Real.sq_sqrt hg.le, Real.sq_sqrt hh.le]
    ring
  -- the probability of not finding the particle in the new bound state is a perfect square
  have hQ : 1 - survivalProbability g h = ((g - h) / (g + h)) ^ 2 := by
    rw [hP]
    field_simp
    ring
  refine ⟨hP, by linarith [sq_nonneg ((g - h) / (g + h))], ?_, ?_⟩
  · intro h1
    have h0 : ((g - h) / (g + h)) ^ 2 = 0 := by linarith
    rcases div_eq_zero_iff.mp ((pow_eq_zero_iff two_ne_zero).mp h0) with h2 | h2
    · linarith
    · exact absurd h2 hs
  · rintro rfl
    rw [survivalProbability, deltaState_normalised hg, one_pow]
```

Q: Give me numbers.

A: Take $g=1$ and $h=4$, a well made four times stronger. The overlap is $2\cdot1\cdot2/5=4/5$, so $P=16/25=0.64$. The complement is $(3/5)^2=9/25=0.36$. Weakening the well from $4$ to $1$ gives the same $0.64$, because the formula is symmetric in $g$ and $h$.

Q: Why insist that both strengths are positive? The formula looks harmless without that.

A: Keep $g=1$ and let $h=-2$, a repulsive barrier. The formula then gives $4\cdot1\cdot(-2)/(-1)^2=-8$, which is no probability. Physically there is no bound state to project on. In the file, `Real.sqrt` of a negative number is $0$, so `deltaState (-2)` is the zero function and `survivalProbability 1 (-2)` is $0$, not $-8$. The stated equation is false there.

Q: Back to the energy. The slope of $\psi_g$ doesn't exist at the origin, and you integrate its square.

A: A single point carries no weight in the integral. Everywhere else $(\psi_g')^2=g^2\psi_g^2$, whichever side you are on, so normalisation gives
$$\tfrac12\int(\psi_g')^2dx=\tfrac{g^2}{2}\int\psi_g^2\,dx=\tfrac{g^2}{2}.$$
Since $\psi_g(0)^2=g$, the potential part in the new well is $-hg$, and the mean energy is $g^2/2-gh$.

In the proof, `h0` says that the line without the origin is almost all of the line, and `hk` uses this to replace the squared slope by $g^2\psi_g^2$. The facts `hn` and `hz` are the normalisation and the value at the origin. Here $h$ may be any real number, because the old state can be given an energy in a barrier as well as in a well.

```lean
/-- The bound state of strength `g` has mean energy `g²/2 - g h` in the well of strength `h`. -/
theorem energy_deltaState {g : ℝ} (hg : 0 < g) (h : ℝ) :
    energy h (deltaState g) = g ^ 2 / 2 - g * h := by
  have h0 : ({0}ᶜ : Set ℝ) ∈ ae (volume : Measure ℝ) :=
    compl_mem_ae_iff.mpr (measure_singleton (0 : ℝ))
  -- away from the cusp the squared slope is `g² ψ²`
  have hk : ∫ x, deriv (deltaState g) x ^ 2
      = ∫ x, g ^ 2 * (deltaState g x * deltaState g x) := by
    apply integral_congr_ae
    filter_upwards [h0] with x hx
    have hx' : x ≠ 0 := hx
    rcases lt_or_gt_of_ne hx' with hneg | hpos
    · rw [((deltaState_deriv_left g hneg.le).hasDerivAt (Iic_mem_nhds hneg)).deriv]
      ring
    · rw [((deltaState_deriv_right g hpos.le).hasDerivAt (Ici_mem_nhds hpos)).deriv]
      ring
  have hn : ∫ x, deltaState g x * deltaState g x = 1 := deltaState_normalised hg
  have hz : deltaState g 0 ^ 2 = g := by
    simp [deltaState, Real.sq_sqrt hg.le]
  rw [energy, hk, integral_const_mul, hn, hz]
  ring
```

Q: Does this agree with the energy from the Schrödinger equation?

A: Yes. For $h=g$ it gives $g^2/2-g^2=-g^2/2$, the same value as before. The new bound state therefore has energy $-h^2/2$, and the excess just after the switch is
$$\frac{g^2}{2}-gh+\frac{h^2}{2}=\frac{(g-h)^2}{2}.$$
For $g=1$ and $h=4$ the mean energy is $\tfrac12-4=-\tfrac72$, the new bound state lies at $-8$, and the excess is $\tfrac92$. The last theorem subtracts two instances of the previous one.

```lean
/-- Just after the quench the mean energy exceeds that of the new bound state by `(g-h)²/2`. -/
theorem quench_excess_energy {g h : ℝ} (hg : 0 < g) (hh : 0 < h) :
    energy h (deltaState g) - energy h (deltaState h) = (g - h) ^ 2 / 2 := by
  rw [energy_deltaState hg, energy_deltaState hh]
  ring

end

end DeltaStrengthQuench
```

```lean
#print axioms DeltaStrengthQuench.deltaState_schrodinger
#print axioms DeltaStrengthQuench.survivalProbability_quench
#print axioms DeltaStrengthQuench.energy_deltaState
#print axioms DeltaStrengthQuench.quench_excess_energy
```

```
'DeltaStrengthQuench.deltaState_schrodinger' depends on axioms: [propext, Classical.choice, Quot.sound]
'DeltaStrengthQuench.survivalProbability_quench' depends on axioms: [propext, Classical.choice, Quot.sound]
'DeltaStrengthQuench.energy_deltaState' depends on axioms: [propext, Classical.choice, Quot.sound]
'DeltaStrengthQuench.quench_excess_energy' depends on axioms: [propext, Classical.choice, Quot.sound]
```

Q: I'm nearly satisfied. What of my physical situation is still missing?

A: Three things. The switch is idealised as instantaneous; a real one takes a finite time, and the formula is justified as an approximation when that time is short compared with the time scales of the particle's own motion. The Hamiltonian is not constructed as an operator: the file shows that $\psi_g$ meets the conditions for a bound state of the well, but not that it is the only one. And the file does not describe where the particle goes when it is not found in the new bound state, since the scattering states of the well do not appear in it.

Q: And the well itself?

A: It has zero range. That is an idealisation of a well much narrower than the decay length $1/g$ of the state, and likewise $1/h$ after the switch. A well of finite width has an overlap that depends on its shape.

Q: Where would I use this?

A: For one particle in one dimension with a contact potential, it is a closed-form model of the sudden approximation, the same kind of overlap that enters when the charge of a nucleus changes abruptly and an electron has to be projected on the new orbitals. Within that one-particle contact model, it can also serve as a reference value for a numerical code that propagates a wave function after a quench.
